# Vacuum expectations of normal-ordered blocks as Wick sums over contractions between blocks

Take fields \(\phi_i=p_i+m_i\) with a creation part \(p_i\) and an annihilation part \(m_i\), and let \(c_{ij}\) be the number left over when \(m_i\) is exchanged with \(p_j\): the vacuum expectation of \(\phi_i\phi_j\) is \(c_{ij}\), while that of the normal-ordered product of the same two fields is zero. For any finite product of normal-ordered blocks, the same mechanism gives a sum over complete contractions in which no pair lies inside one block.

```lean
import Mathlib

open Matrix

namespace NormalOrderedWick

variable {K ι κ A V : Type*} [CommRing K] [Ring A] [Algebra K A] [AddCommGroup V] [Module K V]

/-- Creation parts `p`, annihilation parts `m` and a vacuum functional `ω`, with exchange
factor `ε` (`1` for bosons, `-1` for fermions) and contractions `c`. -/
structure IsWickSystem (ε : K) (c : ι → ι → K) (p m : ι → A) (ω : A →ₗ[K] K) : Prop where
  exchange : ∀ i j, m i * p j - ε • (p j * m i) = c i j • (1 : A)
  annihilators : ∀ i j, m i * m j = ε • (m j * m i)
  norm : ω 1 = 1
  bra : ∀ i x, ω (p i * x) = 0
  ket : ∀ i x, ω (x * m i) = 0

/-- The normal-ordered product of the fields `p i + m i` along a list: each creation part
goes to the left, each annihilation part to the right with its exchange factor. -/
def normalOrder (ε : K) (p m : ι → A) : List ι → A
  | [] => 1
  | i :: L => p i * normalOrder ε p m L + ε ^ L.length • (normalOrder ε p m L * m i)

/-- The Wick sum: the first field is contracted with each later one in turn, with a factor
`ε` for every field in between, and the remaining fields are treated in the same way. -/
def wickSum (ε : K) (c : ι → ι → K) : List ι → K
  | [] => 1
  | x :: L => ∑ j : Fin L.length, ε ^ (j : ℕ) * c x (L.get j) * wickSum ε c (L.eraseIdx j)
termination_by L => L.length
decreasing_by exact Nat.lt_succ_of_le (List.eraseIdx_sublist L j).length_le

/-- The sum over single contractions of an outside field with the members of a list, where `F` is
evaluated on the list without the contracted member, and each term has a factor `ε` for every member
in front of the contracted one. -/
def contractSum (ε : K) (c : ι → K) (F : List ι → V) (L : List ι) : V :=
  ∑ j : Fin L.length, (ε ^ (j : ℕ) * c (L.get j)) • F (L.eraseIdx j)

/-- The operator product of normal-ordered blocks, each given with a number. -/
def blockProduct (ε : K) (p m : ι → A) (Ls : List (ℕ × List ι)) : A :=
  (Ls.map fun B => normalOrder ε p m B.2).prod

/-- The concatenated list of fields, each carrying the number of its block. -/
def numbered (Ls : List (ℕ × List ι)) : List (ℕ × ι) :=
  Ls.flatMap fun B => B.2.map (Prod.mk B.1)

/-- The contraction of numbered fields, set to zero inside a block. -/
def interBlock (c : ι → ι → K) (x y : ℕ × ι) : K := if x.1 = y.1 then 0 else c x.2 y.2

/-- There is nothing to contract with in an empty list. -/
theorem contractSum_nil (ε : K) (c : ι → K) (F : List ι → V) : contractSum ε c F [] = 0 := by
  unfold contractSum
  exact Finset.sum_eq_zero fun j _ => Fin.elim0 j

/-- An outside field is contracted either with the first member of a list or, with a
factor `ε`, with a later one. -/
theorem contractSum_cons (ε : K) (c : ι → K) (F : List ι → V) (y : ι) (L : List ι) :
    contractSum ε c F (y :: L) = c y • F L + ε • contractSum ε c (fun X => F (y :: X)) L := by
  unfold contractSum
  refine (Fin.sum_univ_succ (n := L.length) _).trans ?_
  rw [Finset.smul_sum]
  congr 1
  · simp
  · refine Finset.sum_congr rfl fun a _ => ?_
    simp [pow_succ', smul_smul, mul_assoc]

/-- Single contractions with a concatenated list split into those with the first part and,
with a factor `ε` for each field passed, those with the second part. -/
theorem contractSum_append (ε : K) (c : ι → K) (F : List ι → V) (L M : List ι) :
    contractSum ε c F (L ++ M) = contractSum ε c (fun X => F (X ++ M)) L
      + ε ^ L.length • contractSum ε c (fun X => F (L ++ X)) M := by
  induction L generalizing F with
  | nil => simp [contractSum_nil]
  | cons y L ih =>
    rw [List.cons_append, contractSum_cons, ih, contractSum_cons]
    simp only [List.cons_append, List.length_cons, pow_succ']
    module

/-- Single contractions may be evaluated before or after the fields are relabelled. -/
theorem contractSum_map (ε : K) (c : κ → K) (F : List κ → V) (f : ι → κ) (L : List ι) :
    contractSum ε c F (L.map f)
      = contractSum ε (fun x => c (f x)) (fun X => F (X.map f)) L := by
  induction L generalizing F with
  | nil => simp [contractSum_nil]
  | cons y L ih => simp only [List.map_cons, contractSum_cons, ih]

/-- The Wick sum is the sum over single contractions of its first field. -/
theorem wickSum_cons (ε : K) (c : ι → ι → K) (x : ι) (L : List ι) :
    wickSum ε c (x :: L) = contractSum ε (c x) (wickSum ε c) L := by
  rw [wickSum]
  simp only [contractSum, smul_eq_mul]

variable {ε : K} {c : ι → ι → K} {p m : ι → A} {ω : A →ₗ[K] K}

/-- An annihilation part moved through a normal-ordered product leaves behind all its
single contractions with that product. -/
theorem annihilator_mul_normalOrder (h : IsWickSystem ε c p m ω) (i : ι) (M : List ι) :
    m i * normalOrder ε p m M = ε ^ M.length • (normalOrder ε p m M * m i)
      + contractSum ε (c i) (normalOrder ε p m) M := by
  induction M with
  | nil => simp [normalOrder, contractSum_nil]
  | cons j M ih =>
    -- contractions behind the field `j`
    have hN : ε • contractSum ε (c i) (fun X => normalOrder ε p m (j :: X)) M
        = ε • (p j * contractSum ε (c i) (normalOrder ε p m) M)
          + ε ^ M.length • (contractSum ε (c i) (normalOrder ε p m) M * m j) := by
      simp only [contractSum, normalOrder, Finset.mul_sum, Finset.sum_mul, Finset.smul_sum,
        ← Finset.sum_add_distrib]
      refine Finset.sum_congr rfl fun a _ => ?_
      have hl : (M.eraseIdx a).length + 1 = M.length := by
        have := a.isLt
        rw [List.length_eraseIdx, if_pos a.isLt]
        omega
      have hp : ε ^ M.length = ε * ε ^ (M.eraseIdx a).length := by rw [← pow_succ', hl]
      rw [hp]
      simp only [mul_smul_comm, smul_mul_assoc]
      module
    have e1 : m i * p j = c i j • (1 : A) + ε • (p j * m i) := by
      rw [← h.exchange i j, sub_add_cancel]
    rw [contractSum_cons, hN]
    calc m i * normalOrder ε p m (j :: M)
        = (m i * p j) * normalOrder ε p m M
          + ε ^ M.length • ((m i * normalOrder ε p m M) * m j) := by
          simp only [normalOrder, mul_add, mul_smul_comm, mul_assoc]
      _ = c i j • normalOrder ε p m M + ε • (p j * (m i * normalOrder ε p m M))
          + ε ^ M.length • ((m i * normalOrder ε p m M) * m j) := by
          rw [e1, add_mul, smul_mul_assoc, one_mul, smul_mul_assoc, mul_assoc (p j)]
      _ = _ := by
          rw [ih]
          simp only [normalOrder, mul_add, add_mul, mul_smul_comm, smul_mul_assoc, mul_assoc,
            h.annihilators i j, List.length_cons, pow_succ]
          module

/-- Wick's theorem for normal-ordered blocks with distinct numbers: the vacuum expectation of
their product is the Wick sum of the concatenated list without contractions inside a block. -/
theorem wick_normalOrdered_blocks (h : IsWickSystem ε c p m ω) (Ls : List (ℕ × List ι))
    (hLs : (Ls.map Prod.fst).Nodup) :
    ω (blockProduct ε p m Ls) = wickSum ε (interBlock c) (numbered Ls) := by
  have p0 : blockProduct ε p m [] = 1 := by simp [blockProduct]
  have pc : ∀ b M Q, blockProduct ε p m ((b, M) :: Q)
      = normalOrder ε p m M * blockProduct ε p m Q := fun _ _ _ => by simp [blockProduct]
  have pa : ∀ P Q, blockProduct ε p m (P ++ Q)
      = blockProduct ε p m P * blockProduct ε p m Q := fun _ _ => by simp [blockProduct]
  have n0 : numbered ([] : List (ℕ × List ι)) = [] := rfl
  have nc : ∀ (b : ℕ) (M : List ι) Q, numbered ((b, M) :: Q)
      = M.map (Prod.mk b) ++ numbered Q := fun _ _ _ => by simp [numbered]
  have na : ∀ P Q : List (ℕ × List ι), numbered (P ++ Q) = numbered P ++ numbered Q :=
    fun _ _ => by simp [numbered]
  -- induction on a bound for the number of fields
  have key : ∀ (n : ℕ) (Ls : List (ℕ × List ι)), (Ls.map Prod.fst).Nodup →
      (numbered Ls).length < n →
      ω (blockProduct ε p m Ls) = wickSum ε (interBlock c) (numbered Ls) := by
    intro n
    induction n with
    | zero => intro Ls _ hl; exact absurd hl (Nat.not_lt_zero _)
    | succ n ih =>
      -- carry `m i` through the blocks `Q` until it meets the vacuum
      have move : ∀ (i : ι) (k : ℕ) (Q : List (ℕ × List ι)), k ∉ Q.map Prod.fst →
          ∀ P : List (ℕ × List ι), ((P ++ Q).map Prod.fst).Nodup →
          (numbered (P ++ Q)).length ≤ n →
          ω (blockProduct ε p m P * m i * blockProduct ε p m Q)
            = contractSum ε (interBlock c (k, i))
              (fun X => wickSum ε (interBlock c) (numbered P ++ X)) (numbered Q) := by
        intro i k Q
        induction Q with
        | nil => intro _ P _ _; rw [p0, n0, contractSum_nil, mul_one, h.ket]
        | cons B Q ihQ =>
          obtain ⟨b, M⟩ := B
          intro hk P hP hl
          have hkb : k ≠ b ∧ k ∉ Q.map Prod.fst := by
            simpa only [List.map_cons, List.mem_cons, not_or] using hk
          have e : P ++ [(b, M)] ++ Q = P ++ (b, M) :: Q := by simp
          have hQ := ihQ hkb.2 (P ++ [(b, M)]) (by rw [e]; exact hP) (by rw [e]; exact hl)
          simp only [pa, pc, p0, mul_one, na, nc, n0, List.append_nil,
            List.append_assoc] at hQ
          have hM : ω (blockProduct ε p m P * contractSum ε (c i) (normalOrder ε p m) M
              * blockProduct ε p m Q) = contractSum ε (interBlock c (k, i))
              (fun X => wickSum ε (interBlock c) (numbered P ++ (X ++ numbered Q)))
              (M.map (Prod.mk b)) := by
            rw [contractSum_map]
            simp only [contractSum, Finset.mul_sum, Finset.sum_mul, map_sum, mul_smul_comm,
              smul_mul_assoc, map_smul]
            refine Finset.sum_congr rfl fun a _ => ?_
            have hw := ih (P ++ (b, M.eraseIdx a) :: Q)
              (by simpa only [List.map_append, List.map_cons] using hP) (by
                have := a.isLt
                simp only [na, nc, List.length_append, List.length_map] at hl ⊢
                rw [List.length_eraseIdx, if_pos a.isLt]
                omega)
            rw [pa, pc, na, nc] at hw
            have hi : interBlock c (k, i) (b, M.get a) = c i (M.get a) := if_neg hkb.1
            rw [hi, ← hw, mul_assoc]
          rw [nc, contractSum_append, ← hM, List.length_map, ← hQ, ← map_smul, ← map_add, pc]
          congr 1
          rw [← mul_assoc, mul_assoc _ (m i), annihilator_mul_normalOrder h]
          simp only [mul_add, add_mul, mul_smul_comm, smul_mul_assoc, mul_assoc]
          exact add_comm _ _
      intro Ls
      induction Ls with
      | nil => intro _ _; rw [p0, n0, h.norm, wickSum]
      | cons B Q ihQ =>
        obtain ⟨k, L⟩ := B
        intro hd hl
        have hk : k ∉ Q.map Prod.fst ∧ (Q.map Prod.fst).Nodup := by
          simpa only [List.map_cons, List.nodup_cons] using hd
        cases L with
        | nil =>
          rw [pc, nc, normalOrder, one_mul, List.map_nil, List.nil_append]
          exact ihQ hk.2 (by simpa only [nc, List.map_nil, List.nil_append] using hl)
        | cons i L =>
          have hm := move i k Q hk.1 [(k, L)] hd (by
            simp only [na, nc, n0, List.append_nil, List.length_append, List.length_map,
              List.length_cons] at hl ⊢
            omega)
          simp only [pc, p0, mul_one, nc, n0, List.append_nil] at hm
          -- contractions inside the first block vanish
          have h0 : contractSum ε (interBlock c (k, i))
              (fun X => wickSum ε (interBlock c) (X ++ numbered Q)) (L.map (Prod.mk k)) = 0 := by
            rw [contractSum_map]
            simp [contractSum, interBlock]
          rw [nc, List.map_cons, List.cons_append, wickSum_cons, contractSum_append, h0,
            List.length_map, ← hm, zero_add, pc, normalOrder, add_mul, map_add,
            mul_assoc (p i), h.bra, zero_add, smul_mul_assoc, map_smul]
  exact key _ Ls hLs (Nat.lt_succ_self _)

/-- The vacuum correlation of two normal-ordered pairs consists of the two complete
contractions between the pairs. -/
theorem pair_correlation (h : IsWickSystem ε c p m ω) (i j k l : ι) :
    ω (normalOrder ε p m [i, j] * normalOrder ε p m [k, l])
      = ε * c i k * c j l + ε ^ 2 * c i l * c j k := by
  have hw := wick_normalOrdered_blocks h [(0, [i, j]), (1, [k, l])] (by simp)
  simp only [blockProduct, List.map_cons, List.map_nil, List.prod_cons, List.prod_nil,
    mul_one] at hw
  have h0 : wickSum ε (interBlock c) [] = 1 := by rw [wickSum]
  rw [hw]
  simp [numbered, wickSum_cons, contractSum_cons, contractSum_nil, interBlock, h0]
  ring

/-- Fields with arbitrary complex amplitudes `u`, `v` on one fermionic mode, written as
two-by-two matrices, satisfy the relations with contractions `u i * v j`. -/
theorem isWickSystem_witness (u v : ι → ℂ) :
    IsWickSystem (-1 : ℂ) (fun i j => u i * v j)
      (fun i => !![0, 0; v i, 0]) (fun i => !![0, u i; 0, 0])
      (Matrix.entryLinearMap ℂ ℂ (0 : Fin 2) (0 : Fin 2)) where
  exchange i j := by
    ext a b
    fin_cases a <;> fin_cases b <;> simp [mul_comm]
  annihilators i j := by
    ext a b
    fin_cases a <;> fin_cases b <;> simp [Matrix.mul_apply, Fin.sum_univ_succ]
  norm := by
    change (1 : Matrix (Fin 2) (Fin 2) ℂ) 0 0 = 1
    simp
  bra i x := by
    change (!![0, 0; v i, 0] * x) 0 0 = 0
    rw [Matrix.mul_apply]
    simp [Fin.sum_univ_succ]
  ket i x := by
    change (x * !![0, u i; 0, 0]) 0 0 = 0
    rw [Matrix.mul_apply]
    simp [Fin.sum_univ_succ]

end NormalOrderedWick
```

```lean
#print axioms NormalOrderedWick.wick_normalOrdered_blocks
#print axioms NormalOrderedWick.pair_correlation
```

```
'NormalOrderedWick.wick_normalOrdered_blocks' depends on axioms: [propext, Classical.choice, Quot.sound]
'NormalOrderedWick.pair_correlation' depends on axioms: [propext, Classical.choice, Quot.sound]
```

## Which contractions survive

Interaction terms and excitation operators are often written in normal order, and one needs the vacuum expectation of their product. Write \(N(L)\) for the normal-ordered product of the fields in a list \(L\), \(|L|\) for its length, and \(\omega\) for the vacuum expectation. The exchange factor \(\varepsilon\) is \(1\) for bosons and \(-1\) for fermions.

`wick_normalOrdered_blocks` says that \(\omega(N(L_1)\cdots N(L_k))\) is the Wick sum of the concatenated list, with contractions inside each \(L_r\) set to zero. The Wick sum pairs the first field with each later one, includes a factor \(\varepsilon\) for every field in between, and repeats this on what remains. The empty list gives 1.

For two pairs, `pair_correlation` gives
\[
\omega\bigl(N([i,j])\,N([k,l])\bigr)=\varepsilon\,c_{ik}c_{jl}+\varepsilon^2c_{il}c_{jk}.
\]
For fermions the first product of contractions enters with a minus sign and the second with a plus sign. There are two simple limits. A single nonempty block has expectation zero, since all its contractions are deleted. If every block holds one field, nothing is deleted and the usual Wick sum for \(\omega(\phi_1\cdots\phi_k)\) remains.

## Fields, vacuum and block numbers in Lean

`IsWickSystem` collects the physical assumptions:

- `exchange` is \(m_ip_j-\varepsilon p_jm_i=c_{ij}1\). It says that the (anti)commutator is a number, as for free fields.
- `annihilators` is \(m_im_j=\varepsilon m_jm_i\), the exchange statistics of the annihilation parts.
- `norm` is \(\omega(1)=1\), a normalised vacuum.
- `bra` and `ket` are \(\omega(p_ix)=0\) and \(\omega(xm_i)=0\): creation parts vanish on the vacuum bra, annihilation parts on the vacuum ket.

The letter `p` is not a momentum and `ω` is not a frequency; \(\omega(x)\) stands for \(\langle0|x|0\rangle\). The fields live in an algebra `A` over a commutative ring `K`. The scalar \(\varepsilon\) is arbitrary there, and no exchange rule among the \(p_i\) is assumed.

`normalOrder` uses
\[
N([\,])=1,\qquad N(i::L)=p_iN(L)+\varepsilon^{|L|}N(L)m_i,
\]
where \(i::L\) is the list \(L\) with \(i\) put in front. `numbered` attaches its block's number to each field, and `interBlock` sets a contraction to zero when two numbers agree. The same field may therefore occur in several blocks. The hypothesis `hLs` makes the block numbers distinct, so that no contraction between different blocks is deleted.

The theorem equates numbers. It does not expand the operator product into normal-ordered terms with some fields left uncontracted. The product is taken in the written order, so \(c_{ij}\) is \(\omega(\phi_i\phi_j)\) and not a time-ordered propagator.

To apply the result, one has to show that the actual field operators split into parts obeying these relations in the chosen reference state. In electronic structure, this is the setting of expectation values of products of normal-ordered operators in a single reference determinant, when particle–hole operators are used and normal order is taken with respect to that determinant. `isWickSystem_witness` supplies a small model: \(p_i=v_ia^\dagger\) and \(m_i=u_ia\) on one fermionic mode, with \(c_{ij}=u_iv_j\).

## Carrying one annihilation part to the vacuum

The first step is to move \(m_i\) through a block \(M\):
\[
m_iN(M)=\varepsilon^{|M|}N(M)m_i+S(M),\qquad
S(M)=\sum_a\varepsilon^a c_{iM_a}N(M\setminus a).
\]
Here \(a\) counts positions from zero and \(M\setminus a\) omits the field at position \(a\). For empty \(M\) both sides are \(m_i\). For \(j::M\), with \(n=|M|\), the exchange relation gives
\[
m_iN(j::M)=c_{ij}N(M)+\varepsilon p_jm_iN(M)+\varepsilon^n m_iN(M)m_j .
\]
Insert the formula for \(M\). The terms without a contraction are
\[
\varepsilon^{n+1}p_jN(M)m_i+\varepsilon^{2n}N(M)m_im_j
=\varepsilon^{n+1}N(j::M)m_i,
\]
by \(m_im_j=\varepsilon m_jm_i\). The others are \(\varepsilon p_jS(M)+\varepsilon^nS(M)m_j\). Since \(M\setminus a\) has length \(n-1\), they combine into \(\varepsilon\sum_a\varepsilon^ac_{iM_a}N(j::(M\setminus a))\). Together with \(c_{ij}N(M)\), this is \(S(j::M)\).

Now let the first block be \(i::L\) and let \(R\) be the product of the later blocks. The term beginning with \(p_i\) vanishes, so
\[
\omega(N(i::L)R)=\varepsilon^{|L|}\,\omega(N(L)\,m_i\,R).
\]
Carry \(m_i\) through \(R\) block by block. Each passage leaves the single contractions with that block, weighted by \(\varepsilon\) for every field already passed, and at the end \(m_i\) annihilates the vacuum. Every surviving term is an expectation of blocks with two fewer fields, hence a Wick sum by induction. The factor \(\varepsilon^{|L|}\) accounts for the fields of \(L\) between \(i\) and its partner, and the contractions of \(i\) with \(L\) are absent. This is the recursion for the Wick sum. An empty first block equals 1 and is removed. When no blocks are left, both sides are 1, because \(\omega(1)=1\).

## The induction in Lean

`annihilator_mul_normalOrder` is the first step: `hN` combines the contracted terms, and the final `calc` performs the exchange. In the main theorem, `key` is the induction on a bound for the number of fields. Its inner claim `move` carries \(m_i\) through the blocks `Q`, with `P` holding those to its left; `hM` applies the induction hypothesis to each contracted term. Finally, `h0` removes contractions inside the first block, and `h.bra` removes the \(p_i\) term.

The device that joins the operator and number sides is `contractSum`. Its argument `F` sends a list to an element of any module `V`. With `F` equal to `normalOrder ε p m` it is the operator sum \(S(M)\); with `F` equal to `wickSum ε c` it is the recursion step, as `wickSum_cons` states. `contractSum_append` splits such a sum over a concatenated list. Its induction uses `generalizing F`, because passing a field \(y\) replaces \(F(X)\) by \(F(y::X)\). The same splitting rule then follows \(m_i\) across block boundaries and produces the powers of \(\varepsilon\).
